# In an energy eigenstate of a finite open cluster, the Green–Kubo current integral vanishes with the damping

One way to estimate a dc conductivity from a finite cluster with open ends is to damp its current correlation at a rate \(\eta>0\) and integrate over time. Extrapolating \(\eta\to0^+\) at fixed cluster size returns zero, even if the bulk material is a metal. For a finite-dimensional model in an energy eigenstate, or a fixed finite mixture of them, the theorems below prove this; for a single eigenstate they also bound the value at each \(\eta>0\).

## Current and damped correlation

The states form a complex inner product space `V`, with the inner product linear in its second argument. Finite dimension is assumed from the propagator lemma onwards.

In Lean 4 with Mathlib:

```lean
import Mathlib

open MeasureTheory Filter Topology Set
open Complex (I)

namespace OpenClusterConductivity

noncomputable section

variable {V : Type*} [NormedAddCommGroup V] [InnerProductSpace ℂ V]
```

Let \(H\) be the Hamiltonian and \(X\) the position or dipole operator. With \(\hbar\) and the charge set to one, the current is the time derivative of \(X\):
\[
J=i[H,X]=i(HX-XH).
\]
This is where the open ends enter: the current comes from a position operator acting on the state space itself.

```lean
/-- The current `J = i[H, X]`, the time derivative of the position (dipole) operator `X`. -/
def current (H X : V →L[ℂ] V) : V →L[ℂ] V := I • (H * X - X * H)
```

Time evolution is the operator exponential \(U(t)=e^{-itH}\).

```lean
/-- The time evolution operator `exp(-i t H)`. -/
def propagator (H : V →L[ℂ] V) (t : ℝ) : V →L[ℂ] V := NormedSpace.exp ((-(I * t)) • H)
```

An operator \(A\) evolves in the Heisenberg picture as \(A(t)=U(-t)\,A\,U(t)\).

```lean
/-- The Heisenberg operator `A(t) = exp(i t H) A exp(-i t H)`. -/
def heisenberg (H A : V →L[ℂ] V) (t : ℝ) : V →L[ℂ] V :=
  propagator H (-t) * A * propagator H t
```

For a state \(\psi\), the damped correlation is \(e^{-\eta t}\,\mathrm{Re}\langle\psi,J(t)J\psi\rangle\).

```lean
/-- The damped current correlation `exp(-η t) Re ⟨ψ, J(t) J ψ⟩`. -/
def dampedCorrelation (H J : V →L[ℂ] V) (ψ : V) (η t : ℝ) : ℝ :=
  Real.exp (-η * t) * (inner ℂ ψ (heisenberg H J t (J ψ))).re
```

Its integral over \(t>0\) is the Green–Kubo value \(G(\eta)\). Volume and temperature prefactors are left out, and the correlation is the symmetrised one, not Kubo's thermal (canonical) correlation. For unnormalised \(\psi\), the expectation value is \(G(\eta)/\|\psi\|^2\).

```lean
/-- The Green-Kubo value: the damped current correlation integrated over `t > 0`. -/
def greenKubo (H J : V →L[ℂ] V) (ψ : V) (η : ℝ) : ℝ :=
  ∫ t in Ioi (0 : ℝ), dampedCorrelation H J ψ η t
```

## Matrix elements of the current

`IsSymmetric` says that an operator is Hermitian. If \(H\) and \(X\) are, then
\[
J^\dagger=-i(XH-HX)=J.
\]
The code moves \(H\) and \(X\) across the inner product one at a time.

```lean
/-- For symmetric `H` and `X` the current is symmetric. -/
theorem current_isSymmetric {H X : V →L[ℂ] V} (hH : H.toLinearMap.IsSymmetric)
    (hX : X.toLinearMap.IsSymmetric) : (current H X).toLinearMap.IsSymmetric := by
  have hH' : ∀ x y, inner ℂ (H x) y = inner ℂ x (H y) := hH
  have hX' : ∀ x y, inner ℂ (X x) y = inner ℂ x (X y) := hX
  intro x y
  change inner ℂ (I • (H (X x) - X (H x))) y = inner ℂ x (I • (H (X y) - X (H y)))
  rw [inner_smul_left, inner_smul_right, inner_sub_left, inner_sub_right, hH' (X x) y,
    hX' x, hX' (H x), hH' x, Complex.conj_I]
  ring
```

Let \(H\varphi=\varepsilon\varphi\) and \(H\psi=E\psi\). Letting \(H\) act to the left in the first term and to the right in the second gives
\[
\langle\varphi,J\psi\rangle=i(\varepsilon-E)\langle\varphi,X\psi\rangle .
\]

```lean
/-- Between eigenvectors of a symmetric `H` with energies `ε` and `E`, the matrix element of the
current is `i(ε - E)` times that of `X`. -/
theorem inner_current {H : V →L[ℂ] V} (X : V →L[ℂ] V) (hH : H.toLinearMap.IsSymmetric)
    {φ ψ : V} {ε E : ℝ} (hφ : H φ = (ε : ℂ) • φ) (hψ : H ψ = (E : ℂ) • ψ) :
    inner ℂ φ (current H X ψ) = I * ((ε - E : ℝ) : ℂ) * inner ℂ φ (X ψ) := by
  have hH' : ∀ x y, inner ℂ (H x) y = inner ℂ x (H y) := hH
  change inner ℂ φ (I • (H (X ψ) - X (H ψ))) = _
  rw [inner_smul_right, inner_sub_right, ← hH' φ (X ψ), hφ, hψ, map_smul, inner_smul_left,
    inner_smul_right, Complex.conj_ofReal]
  push_cast
  ring
```

## One damped oscillation

For \(\eta>0\), the function \(e^{-\eta t}\cos\omega t\) is dominated by \(e^{-\eta t}\), so it is integrable. An antiderivative is
\[
F(t)=e^{-\eta t}\,\frac{\omega\sin\omega t-\eta\cos\omega t}{\eta^2+\omega^2}.
\]
Since \(F(t)\to0\) at late times,
\[
\int_0^\infty e^{-\eta t}\cos\omega t\,dt=-F(0)=\frac{\eta}{\eta^2+\omega^2}.
\]
The code checks the derivative (`hd`) and the decay (`hlim`) separately.

```lean
/-- For `η > 0` the damped oscillation `exp(-η t) cos(ω t)` is integrable over `t > 0`, with
integral `η / (η² + ω²)`. -/
theorem integral_damped_cos {η : ℝ} (hη : 0 < η) (ω : ℝ) :
    IntegrableOn (fun t : ℝ => Real.exp (-η * t) * Real.cos (ω * t)) (Ioi 0) ∧
    ∫ t in Ioi (0 : ℝ), Real.exp (-η * t) * Real.cos (ω * t) = η / (η ^ 2 + ω ^ 2) := by
  have hD : 0 < η ^ 2 + ω ^ 2 := by positivity
  have hint : IntegrableOn (fun t : ℝ => Real.exp (-η * t) * Real.cos (ω * t)) (Ioi 0) := by
    refine Integrable.mono' (exp_neg_integrableOn_Ioi 0 hη)
      (Continuous.aestronglyMeasurable (by fun_prop)) (ae_of_all _ fun t => ?_)
    rw [Real.norm_eq_abs, abs_mul, abs_of_pos (Real.exp_pos _)]
    exact mul_le_of_le_one_right (Real.exp_pos _).le (Real.abs_cos_le_one _)
  refine ⟨hint, ?_⟩
  -- an explicit antiderivative, which decays at late times
  have hd : ∀ t : ℝ, HasDerivAt (fun t : ℝ => Real.exp (-η * t) *
      ((ω * Real.sin (ω * t) - η * Real.cos (ω * t)) / (η ^ 2 + ω ^ 2)))
      (Real.exp (-η * t) * Real.cos (ω * t)) t := by
    intro t
    have h1 : HasDerivAt (fun t : ℝ => -η * t) (-η) t := by
      simpa using (hasDerivAt_id t).const_mul (-η)
    have h2 : HasDerivAt (fun t : ℝ => ω * t) ω t := by
      simpa using (hasDerivAt_id t).const_mul ω
    refine (h1.exp.fun_mul (((h2.sin.const_mul ω).fun_sub
      (h2.cos.const_mul η)).div_const (η ^ 2 + ω ^ 2))).congr_deriv ?_
    field_simp
    ring
  have he : Tendsto (fun t : ℝ => Real.exp (-η * t)) atTop (𝓝 0) := by
    refine (Real.tendsto_exp_neg_atTop_nhds_zero.comp
      (tendsto_id.const_mul_atTop hη)).congr fun t => ?_
    simp [Function.comp]
  have hlim : Tendsto (fun t : ℝ => Real.exp (-η * t) *
      ((ω * Real.sin (ω * t) - η * Real.cos (ω * t)) / (η ^ 2 + ω ^ 2))) atTop (𝓝 0) := by
    refine squeeze_zero_norm (a := fun t : ℝ => Real.exp (-η * t) *
      ((|ω| + |η|) / (η ^ 2 + ω ^ 2))) (fun t => ?_) (by simpa using he.mul_const _)
    have a1 : |ω * Real.sin (ω * t)| ≤ |ω| := by
      rw [abs_mul]
      exact mul_le_of_le_one_right (abs_nonneg _) (Real.abs_sin_le_one _)
    have a2 : |η * Real.cos (ω * t)| ≤ |η| := by
      rw [abs_mul]
      exact mul_le_of_le_one_right (abs_nonneg _) (Real.abs_cos_le_one _)
    have a3 : |ω * Real.sin (ω * t) - η * Real.cos (ω * t)| ≤ |ω| + |η| := by
      rw [abs_le] at a1 a2 ⊢
      constructor <;> linarith [a1.1, a1.2, a2.1, a2.2]
    rw [Real.norm_eq_abs, abs_mul, abs_of_pos (Real.exp_pos _), abs_div, abs_of_pos hD]
    gcongr
  rw [integral_Ioi_of_hasDerivAt_of_tendsto' (fun t _ => hd t) hint hlim]
  simp [neg_div]
```

## Sum over transitions

Because \(\langle\varphi,H^n v\rangle=\varepsilon^n\langle\varphi,v\rangle\), the exponential series gives
\[
\langle\varphi,U(t)v\rangle=e^{-i\varepsilon t}\langle\varphi,v\rangle .
\]
Induction proves the statement for powers (`hpow`); the continuous functional `F` then carries it through the series.

```lean
variable [FiniteDimensional ℂ V]

/-- For symmetric `H`, time evolution multiplies the amplitude on an eigenvector of energy `ε`
by the phase `exp(-i ε t)`. -/
theorem inner_propagator {H : V →L[ℂ] V} (hH : H.toLinearMap.IsSymmetric) {φ : V} {ε : ℝ}
    (hφ : H φ = (ε : ℂ) • φ) (t : ℝ) (v : V) :
    inner ℂ φ (propagator H t v) = Complex.exp (-(I * t * ε)) * inner ℂ φ v := by
  have : CompleteSpace V := FiniteDimensional.complete ℂ V
  have hH' : ∀ x y, inner ℂ (H x) y = inner ℂ x (H y) := hH
  have hpow : ∀ n : ℕ, inner ℂ φ ((((-(I * t)) • H) ^ n) v)
      = (-(I * t) * ε) ^ n * inner ℂ φ v := by
    intro n
    induction n with
    | zero => simp
    | succ n ih =>
      rw [pow_succ']
      change inner ℂ φ ((-(I * t)) • H ((((-(I * t)) • H) ^ n) v)) = _
      rw [inner_smul_right, ← hH' φ, hφ, inner_smul_left, Complex.conj_ofReal, ih]
      ring
  -- apply the amplitude functional to the exponential series term by term
  let F : (V →L[ℂ] V) →L[ℂ] ℂ := (innerSL ℂ φ).comp (ContinuousLinearMap.apply ℂ V v)
  have h1 := F.hasSum (NormedSpace.exp_series_hasSum_exp' (𝕂 := ℂ) ((-(I * t)) • H))
  have h2 := (NormedSpace.exp_series_hasSum_exp' (𝕂 := ℂ) (-(I * t) * (ε : ℂ))).mul_right
    (inner ℂ φ v)
  have e : (fun n : ℕ => F ((n.factorial : ℂ)⁻¹ • ((-(I * t)) • H) ^ n)) =
      fun n : ℕ => ((n.factorial : ℂ)⁻¹ • (-(I * t) * (ε : ℂ)) ^ n) * inner ℂ φ v := by
    funext n
    rw [map_smul, smul_eq_mul, smul_eq_mul, mul_assoc, ← hpow n]
    rfl
  rw [e] at h1
  have h3 := h1.unique h2
  rw [← Complex.exp_eq_exp_ℂ] at h3
  rw [show -(I * t * ε) = -(I * t) * (ε : ℂ) by ring]
  exact h3
```

Take an orthonormal eigenbasis \(b_k\) with energies \(\varepsilon_k\), and write \(\omega_k=\varepsilon_k-E\). The phase rule on \(\psi\) and the symmetry of \(J\) give
\[
\langle\psi,J(t)J\psi\rangle=e^{iEt}\langle J\psi,U(t)J\psi\rangle
=\sum_k e^{-i\omega_k t}\,|\langle b_k,J\psi\rangle|^2 .
\]
Taking the real part and inserting the matrix elements,
\[
\mathrm{Re}\langle\psi,J(t)J\psi\rangle=\sum_k\omega_k^2\,|\langle b_k,X\psi\rangle|^2\cos\omega_k t .
\]
Integrating term by term,
\[
G(\eta)=\sum_k\eta\,\frac{\omega_k^2}{\eta^2+\omega_k^2}\,|\langle b_k,X\psi\rangle|^2 .
\]
In the code, `hf` is the cosine sum and `hi` the integrability of its terms.

```lean
/-- Spectral form: for symmetric `H`, `X`, an eigenvector `ψ` of energy `E`, an orthonormal
eigenbasis `b` with energies `ε` and `η > 0`, the damped correlation is integrable and the
Green-Kubo value is a sum over transitions. -/
theorem greenKubo_spectral {ι : Type*} [Fintype ι] {H X : V →L[ℂ] V}
    (hH : H.toLinearMap.IsSymmetric) (hX : X.toLinearMap.IsSymmetric)
    (b : OrthonormalBasis ι ℂ V) {ε : ι → ℝ} (hb : ∀ k, H (b k) = (ε k : ℂ) • b k)
    {ψ : V} {E : ℝ} (hψ : H ψ = (E : ℂ) • ψ) {η : ℝ} (hη : 0 < η) :
    IntegrableOn (dampedCorrelation H (current H X) ψ η) (Ioi 0) ∧
    greenKubo H (current H X) ψ η = ∑ k, η * ((ε k - E) ^ 2 / (η ^ 2 + (ε k - E) ^ 2)) *
      ‖inner ℂ (b k) (X ψ)‖ ^ 2 := by
  have hJ : ∀ x y, inner ℂ (current H X x) y = inner ℂ x (current H X y) :=
    current_isSymmetric hH hX
  -- insert the eigenbasis between the two currents
  have hf : dampedCorrelation H (current H X) ψ η = fun t => ∑ k,
      ((ε k - E) ^ 2 * ‖inner ℂ (b k) (X ψ)‖ ^ 2) *
        (Real.exp (-η * t) * Real.cos ((ε k - E) * t)) := by
    funext t
    have h0 : inner ℂ ψ (heisenberg H (current H X) t (current H X ψ)) =
        Complex.exp (-(I * ((-t : ℝ) : ℂ) * E)) *
          inner ℂ (current H X ψ) (propagator H t (current H X ψ)) := by
      change inner ℂ ψ (propagator H (-t) (current H X (propagator H t (current H X ψ)))) = _
      rw [inner_propagator hH hψ, hJ ψ]
    unfold dampedCorrelation
    rw [h0, ← b.sum_inner_mul_inner, Finset.mul_sum, Complex.re_sum, Finset.mul_sum]
    refine Finset.sum_congr rfl fun k _ => ?_
    have hn : inner ℂ (current H X ψ) (b k) * inner ℂ (b k) (current H X ψ) =
        (((ε k - E) ^ 2 * ‖inner ℂ (b k) (X ψ)‖ ^ 2 : ℝ) : ℂ) := by
      rw [← inner_conj_symm (current H X ψ) (b k), ← Complex.normSq_eq_conj_mul_self,
        inner_current X hH (hb k) hψ, Complex.normSq_mul, Complex.normSq_mul, Complex.normSq_I,
        Complex.normSq_ofReal, Complex.normSq_eq_norm_sq]
      push_cast
      ring
    have he : Complex.exp (-(I * ((-t : ℝ) : ℂ) * E)) * Complex.exp (-(I * t * ε k)) =
        Complex.exp (((-((ε k - E) * t) : ℝ) : ℂ) * I) := by
      rw [← Complex.exp_add]
      congr 1
      push_cast
      ring
    rw [inner_propagator hH (hb k), mul_left_comm (inner ℂ (current H X ψ) (b k)),
      ← mul_assoc (Complex.exp _), he, hn, Complex.re_mul_ofReal,
      Complex.exp_ofReal_mul_I_re, Real.cos_neg]
    ring
  have hi : ∀ k ∈ Finset.univ, Integrable (fun t : ℝ =>
      ((ε k - E) ^ 2 * ‖inner ℂ (b k) (X ψ)‖ ^ 2) *
        (Real.exp (-η * t) * Real.cos ((ε k - E) * t))) (volume.restrict (Ioi 0)) :=
    fun k _ => Integrable.const_mul (integral_damped_cos hη _).1 _
  unfold greenKubo
  rw [hf]
  refine ⟨MeasureTheory.integrable_finsetSum _ hi, ?_⟩
  rw [MeasureTheory.integral_finsetSum _ hi]
  refine Finset.sum_congr rfl fun k _ => ?_
  rw [integral_const_mul, (integral_damped_cos hη _).2]
  ring
```

## The bound and the limit

Each fraction lies between 0 and 1, and Parseval's identity gives \(\sum_k|\langle b_k,X\psi\rangle|^2=\|X\psi\|^2\). Hence
\[
0\le G(\eta)\le\eta\,\|X\psi\|^2 .
\]
The theorem asks for no eigenbasis, since the spectral theorem supplies one. It also states that the correlation is integrable, so \(G(\eta)\) is a genuine integral.

```lean
/-- For symmetric `H` and `X`, an eigenvector `ψ` of `H` and `η > 0`, the damped current
correlation is integrable and its integral lies between `0` and `η ‖X ψ‖²`. -/
theorem greenKubo_bounds {H X : V →L[ℂ] V} (hH : H.toLinearMap.IsSymmetric)
    (hX : X.toLinearMap.IsSymmetric) {ψ : V} {E : ℝ} (hψ : H ψ = (E : ℂ) • ψ)
    {η : ℝ} (hη : 0 < η) :
    IntegrableOn (dampedCorrelation H (current H X) ψ η) (Ioi 0) ∧
    0 ≤ greenKubo H (current H X) ψ η ∧
    greenKubo H (current H X) ψ η ≤ η * ‖X ψ‖ ^ 2 := by
  obtain ⟨hi, hs⟩ := greenKubo_spectral hH hX (hH.eigenvectorBasis rfl)
    (ε := hH.eigenvalues rfl) (fun k => hH.apply_eigenvectorBasis rfl k) hψ hη
  refine ⟨hi, ?_, ?_⟩
  · rw [hs]
    positivity
  · -- each transition factor is at most one; then Parseval
    rw [hs, ← (hH.eigenvectorBasis rfl).sum_sq_norm_inner_right (X ψ), Finset.mul_sum]
    refine Finset.sum_le_sum fun k _ => mul_le_mul_of_nonneg_right
      (mul_le_of_le_one_right hη.le (div_le_one_of_le₀ ?_ (by positivity))) (by positivity)
    linarith [sq_nonneg η]
```

For eigenstates \(\psi_m\) with real weights \(p_m\) that do not depend on \(\eta\), squeezing each term gives \(\sum_m p_mG_m(\eta)\to0\). Thermal weights at a fixed temperature are one case. The filter `𝓝[>] 0` expresses \(\eta\to0^+\).

```lean
/-- For symmetric `H` and `X`, the Green-Kubo value of any finite weighted mixture of energy
eigenvectors tends to zero as the damping is removed. -/
theorem greenKubo_mixture_tendsto_zero {κ : Type*} (s : Finset κ) (p : κ → ℝ)
    {H X : V →L[ℂ] V} (hH : H.toLinearMap.IsSymmetric) (hX : X.toLinearMap.IsSymmetric)
    {ψ : κ → V} {E : κ → ℝ} (hψ : ∀ m, H (ψ m) = (E m : ℂ) • ψ m) :
    Tendsto (fun η => ∑ m ∈ s, p m * greenKubo H (current H X) (ψ m) η) (𝓝[>] 0) (𝓝 0) := by
  have h : ∀ m ∈ s, Tendsto (fun η => p m * greenKubo H (current H X) (ψ m) η)
      (𝓝[>] 0) (𝓝 0) := by
    intro m _
    have hu : Tendsto (fun η : ℝ => η * ‖X (ψ m)‖ ^ 2) (𝓝[>] 0) (𝓝 0) :=
      ((continuous_id.mul continuous_const).tendsto' 0 0 (by simp)).mono_left
        nhdsWithin_le_nhds
    have hk : Tendsto (greenKubo H (current H X) (ψ m)) (𝓝[>] 0) (𝓝 0) := by
      refine tendsto_of_tendsto_of_tendsto_of_le_of_le' tendsto_const_nhds hu ?_ ?_
      · filter_upwards [self_mem_nhdsWithin] with η hη
        exact (greenKubo_bounds hH hX (hψ m) hη).2.1
      · filter_upwards [self_mem_nhdsWithin] with η hη
        exact (greenKubo_bounds hH hX (hψ m) hη).2.2
    simpa using hk.const_mul (p m)
  simpa using tendsto_finsetSum s h
```

Dividing the spectral sum by \(\eta\) leaves fractions that tend to 1 if \(\omega_k\neq0\) and are 0 if \(\omega_k=0\). Therefore
\[
\frac{G(\eta)}{\eta}\to\sum_{\varepsilon_k\ne E}|\langle b_k,X\psi\rangle|^2 .
\]
When this weight is non-zero, \(G\) vanishes exactly to first order in \(\eta\).

Two sites with hopping 1 show the numbers. Let
\[
H=\begin{pmatrix}0&-1\\-1&0\end{pmatrix},\qquad
X=\begin{pmatrix}-\tfrac12&0\\0&\tfrac12\end{pmatrix},\qquad
\psi=\tfrac1{\sqrt2}\begin{pmatrix}1\\1\end{pmatrix}.
\]
Then \(E=-1\), and \(X\psi\) is \(-\tfrac12\) times the normalised excited state of energy \(+1\). With \(\omega=2\) and weight \(\tfrac14\), \(G(\eta)=\eta/(\eta^2+4)\). At \(\eta=0.1\) this is about \(0.02494\), just under the bound \(0.025\).

```lean
/-- For symmetric `H`, `X` and an eigenvector `ψ` of energy `E`, the Green-Kubo value divided by `η`
tends, as `η → 0+`, to the total weight of `X ψ` on the members of an orthonormal eigenbasis `b` of
`H` with energy other than `E`. -/
theorem greenKubo_div_tendsto {ι : Type*} [Fintype ι] {H X : V →L[ℂ] V}
    (hH : H.toLinearMap.IsSymmetric) (hX : X.toLinearMap.IsSymmetric)
    (b : OrthonormalBasis ι ℂ V) {ε : ι → ℝ} (hb : ∀ k, H (b k) = (ε k : ℂ) • b k)
    {ψ : V} {E : ℝ} (hψ : H ψ = (E : ℂ) • ψ) :
    Tendsto (fun η => greenKubo H (current H X) ψ η / η) (𝓝[>] 0)
      (𝓝 (∑ k, if ε k = E then 0 else ‖inner ℂ (b k) (X ψ)‖ ^ 2)) := by
  have h : Tendsto (fun η : ℝ => ∑ k, (ε k - E) ^ 2 / (η ^ 2 + (ε k - E) ^ 2) *
      ‖inner ℂ (b k) (X ψ)‖ ^ 2) (𝓝[>] 0)
      (𝓝 (∑ k, if ε k = E then 0 else ‖inner ℂ (b k) (X ψ)‖ ^ 2)) := by
    refine tendsto_finsetSum _ fun k _ => ?_
    by_cases hk : ε k = E
    · simp [hk]
    · have hw : (ε k - E) ^ 2 ≠ 0 := pow_ne_zero 2 (sub_ne_zero.mpr hk)
      have hc : ContinuousAt (fun η : ℝ => (ε k - E) ^ 2 / (η ^ 2 + (ε k - E) ^ 2) *
          ‖inner ℂ (b k) (X ψ)‖ ^ 2) 0 :=
        (ContinuousAt.div (by fun_prop) (by fun_prop) (by simpa using hw)).mul
          continuousAt_const
      have ht := hc.tendsto.mono_left (nhdsWithin_le_nhds (s := Ioi (0 : ℝ)))
      rw [if_neg hk]
      convert ht using 2
      rw [zero_pow two_ne_zero, zero_add, div_self hw, one_mul]
  refine h.congr' ?_
  filter_upwards [self_mem_nhdsWithin] with η hη
  have hη' : η ≠ 0 := ne_of_gt hη
  rw [(greenKubo_spectral hH hX b hb hψ hη).2, Finset.sum_div]
  refine Finset.sum_congr rfl fun k _ => ?_
  rw [mul_assoc, mul_div_cancel_left₀ _ hη']
```

## A conserved current behaves oppositely

Suppose instead that \(J\) is any Hermitian operator commuting with \(H\). Then \(J\psi\) stays in the level \(E\), the phases cancel, and the correlation is constant:
\[
G(\eta)=\int_0^\infty e^{-\eta t}\|J\psi\|^2\,dt=\frac{\|J\psi\|^2}{\eta}.
\]
This diverges as \(\eta\to0^+\) unless \(J\psi=0\). A non-interacting ring with uniform hopping has such a current, diagonal in momentum. Finite size alone therefore does not force the value to zero; the bound uses the form \(J=i[H,X]\).

```lean
/-- In contrast, a symmetric current `J` that commutes with a symmetric `H` has, in an eigenvector
`ψ` of `H` and for `η > 0`, the Green-Kubo value `‖J ψ‖² / η`. -/
theorem greenKubo_of_conserved {H J : V →L[ℂ] V} (hH : H.toLinearMap.IsSymmetric)
    (hJ : J.toLinearMap.IsSymmetric) (hc : H * J = J * H) {ψ : V} {E : ℝ}
    (hψ : H ψ = (E : ℂ) • ψ) {η : ℝ} (hη : 0 < η) :
    greenKubo H J ψ η = ‖J ψ‖ ^ 2 / η := by
  have hJ' : ∀ x y, inner ℂ (J x) y = inner ℂ x (J y) := hJ
  -- the current keeps the state inside its energy level
  have hE : H (J ψ) = (E : ℂ) • J ψ := by
    have h : H (J ψ) = J (H ψ) := congrArg (fun A : V →L[ℂ] V => A ψ) hc
    rw [h, hψ, map_smul]
  have hf : dampedCorrelation H J ψ η = fun t =>
      ‖J ψ‖ ^ 2 * (Real.exp (-η * t) * Real.cos (0 * t)) := by
    funext t
    have h0 : inner ℂ ψ (heisenberg H J t (J ψ)) = inner ℂ (J ψ) (J ψ) := by
      change inner ℂ ψ (propagator H (-t) (J (propagator H t (J ψ)))) = _
      rw [inner_propagator hH hψ, ← hJ' ψ (propagator H t (J ψ)), inner_propagator hH hE,
        ← mul_assoc, ← Complex.exp_add,
        show -(I * ((-t : ℝ) : ℂ) * E) + -(I * t * E) = 0 by push_cast; ring,
        Complex.exp_zero, one_mul]
    have h1 : (inner ℂ (J ψ) (J ψ)).re = ‖J ψ‖ ^ 2 := inner_self_eq_norm_sq (𝕜 := ℂ) (J ψ)
    unfold dampedCorrelation
    rw [h0, h1, zero_mul, Real.cos_zero]
    ring
  unfold greenKubo
  rw [hf, integral_const_mul, (integral_damped_cos hη 0).2]
  field_simp
  simp

end

end OpenClusterConductivity
```

```lean
#print axioms OpenClusterConductivity.greenKubo_mixture_tendsto_zero
#print axioms OpenClusterConductivity.greenKubo_div_tendsto
#print axioms OpenClusterConductivity.greenKubo_of_conserved
```

```
'OpenClusterConductivity.greenKubo_mixture_tendsto_zero' depends on axioms: [propext, Classical.choice, Quot.sound]
'OpenClusterConductivity.greenKubo_div_tendsto' depends on axioms: [propext, Classical.choice, Quot.sound]
'OpenClusterConductivity.greenKubo_of_conserved' depends on axioms: [propext, Classical.choice, Quot.sound]
```
